# Two opposing exponential orbital tails with decay constants $a$ and $b$ have a kinetic potential with a peak of height $(a+b)^2/8$ where the tails cross

Take two orbital tails on a line, $\varphi_A = e^{-x}$ from an atom on the left and $\varphi_B = e^{x}$ from an atom on the right. In atomic units, their density and kinetic energy density are

$$n = \varphi_A^2 + \varphi_B^2 = 2\cosh 2x, \qquad \tau = \tfrac12\left(\varphi_A'^2 + \varphi_B'^2\right) = \cosh 2x .$$

A single doubly occupied orbital $\sqrt{n/2}$ with the same density would have the kinetic energy density $n'^2/(8n)$. Here $n' = 4\sinh 2x$, so the two tails exceed that value by

$$\tau - \frac{n'^2}{8n} = \cosh 2x - \frac{\sinh^2 2x}{\cosh 2x} = \frac{1}{\cosh 2x}.$$

Dividing by $n$ gives the kinetic potential $1/(2\cosh^2 2x)$. It is a peak of height $1/2$ at $x = 0$, where the tails are equal, and it vanishes far out on either side, where one tail dominates and the density is that of one orbital.

For a stretched two-electron bond in its singlet ground state, with one electron on each atom and negligible overlap, this quantity is the kinetic part of the Kohn–Sham correlation potential at the bond; the model here keeps only two exponential tails in one dimension.

In Lean 4 with Mathlib:

```lean
import Mathlib

open Real

namespace DissociationKineticPeak

noncomputable section
```

## Density, kinetic energy density and kinetic potential

The definitions apply to any two real functions $f$ and $g$ of position. The density is $n = f^2 + g^2$, with one electron in each orbital.

```lean
/-- The density of two real orbitals, `n = f² + g²`. -/
def density (f g : ℝ → ℝ) (x : ℝ) : ℝ := f x ^ 2 + g x ^ 2
```

The kinetic energy density is the positive form, built from first derivatives: $\tau = (f'^2 + g'^2)/2$.

```lean
/-- The positive kinetic energy density of two real orbitals, `τ = (f'² + g'²)/2`. -/
def kineticDensity (f g : ℝ → ℝ) (x : ℝ) : ℝ := (deriv f x ^ 2 + deriv g x ^ 2) / 2
```

The kinetic potential is the excess over the one-orbital value, per unit density:

$$v = \frac{1}{n}\left(\tau - \frac{n'^2}{8n}\right).$$

```lean
/-- The kinetic potential `(τ - n'²/(8n))/n`. -/
def kineticPotential (f g : ℝ → ℝ) (x : ℝ) : ℝ :=
  (kineticDensity f g x - deriv (density f g) x ^ 2 / (8 * density f g x)) / density f g x
```

The orbitals are functions `ℝ → ℝ`, and `deriv` is Mathlib's derivative, which is set to zero where a function is not differentiable. The formulas for the tails are derived below by differentiation.

## Tails and their crossing point

The left atom contributes $\varphi_A(x) = A e^{-ax}$. The amplitude $A$ carries the normalisation of the atomic orbital, and the decay constant $a$ reflects how tightly the electron is bound, with $a = \sqrt{2I}$ for ionisation energy $I$.

```lean
/-- The orbital tail `A exp(-a x)` of the atom on the left. -/
def leftTail (A a x : ℝ) : ℝ := A * exp (-a * x)
```

The right atom contributes $\varphi_B(x) = B e^{bx}$, which decays towards the left.

```lean
/-- The orbital tail `B exp(b x)` of the atom on the right. -/
def rightTail (B b x : ℝ) : ℝ := B * exp (b * x)
```

Setting $Ae^{-ax} = Be^{bx}$ and taking logarithms gives the crossing point

$$x_0 = \frac{\log(A/B)}{a+b}.$$

```lean
/-- The point `log(A/B)/(a+b)` on the line. -/
def crossing (A B a b : ℝ) : ℝ := log (A / B) / (a + b)
```

Both exponentials are continued over the whole line. They describe atoms only in the region between the nuclei, and neither the nuclei nor the electron repulsion appears in the model. Multiplying $A$ and $B$ by a common factor changes neither $v$ nor $x_0$.

## The excess is a squared Wronskian

For differentiable orbitals, $n' = 2(ff' + gg')$. Multiplying the excess by $8n$ gives

$$8n\tau - n'^2 = 4(f^2+g^2)(f'^2+g'^2) - 4(ff'+gg')^2 = 4(fg' - gf')^2,$$

and hence, where $n > 0$,

$$\tau - \frac{n'^2}{8n} = \frac{(fg' - gf')^2}{2n}.$$

```lean
/-- Where the density is positive, the excess of `τ` over `n'²/(8n)` is the squared
Wronskian of the two orbitals divided by `2n`. -/
theorem kinetic_excess_eq_wronskian {f g : ℝ → ℝ} {x : ℝ} (hf : DifferentiableAt ℝ f x)
    (hg : DifferentiableAt ℝ g x) (hn : 0 < density f g x) :
    kineticDensity f g x - deriv (density f g) x ^ 2 / (8 * density f g x)
      = (f x * deriv g x - g x * deriv f x) ^ 2 / (2 * density f g x) := by
  -- the slope of the density
  have h : HasDerivAt (density f g) (2 * (f x * deriv f x + g x * deriv g x)) x := by
    have e : density f g = fun y => f y * f y + g y * g y := by
      funext y
      simp only [density]
      ring
    rw [e]
    exact ((hf.hasDerivAt.fun_mul hf.hasDerivAt).fun_add
      (hg.hasDerivAt.fun_mul hg.hasDerivAt)).congr_deriv (by ring)
  have e2 : density f g x = f x ^ 2 + g x ^ 2 := rfl
  rw [h.deriv]
  unfold kineticDensity
  rw [e2] at hn ⊢
  have hn' := hn.ne'
  field_simp
  ring
```

The hypotheses are local: both orbitals are differentiable at $x$, and the density is positive there. The step `h` computes $n'$ by the product rule. Then `field_simp` clears the denominators, and `ring` verifies the identity between the two products of sums above.

## The Wronskian of two exponential tails

The left tail satisfies $\varphi_A' = -a\varphi_A$.

```lean
lemma hasDerivAt_leftTail (A a x : ℝ) :
    HasDerivAt (leftTail A a) (-a * leftTail A a x) x := by
  have h := (((hasDerivAt_id' x).const_mul (-a)).exp).const_mul A
  exact h.congr_deriv (by simp only [leftTail]; ring)
```

The right tail satisfies $\varphi_B' = b\varphi_B$.

```lean
lemma hasDerivAt_rightTail (B b x : ℝ) :
    HasDerivAt (rightTail B b) (b * rightTail B b x) x := by
  have h := (((hasDerivAt_id' x).const_mul b).exp).const_mul B
  exact h.congr_deriv (by simp only [rightTail]; ring)
```

With a positive amplitude, the left tail is positive everywhere.

```lean
variable {A B a b : ℝ}

lemma leftTail_pos (hA : 0 < A) (x : ℝ) : 0 < leftTail A a x := mul_pos hA (exp_pos _)
```

The same holds for the right tail.

```lean
lemma rightTail_pos (hB : 0 < B) (x : ℝ) : 0 < rightTail B b x := mul_pos hB (exp_pos _)
```

The density is therefore a sum of two positive squares, and division by it is legitimate at every point.

```lean
lemma density_pos (hA : 0 < A) (hB : 0 < B) (x : ℝ) :
    0 < density (leftTail A a) (rightTail B b) x :=
  add_pos (pow_pos (leftTail_pos hA x) 2) (pow_pos (rightTail_pos hB x) 2)
```

The Wronskian is now

$$\varphi_A\varphi_B' - \varphi_B\varphi_A' = b\,\varphi_A\varphi_B + a\,\varphi_A\varphi_B = (a+b)\,\varphi_A\varphi_B .$$

Squaring it, dividing by $2n$ and dividing once more by $n$ gives

$$v = \frac{(a+b)^2\varphi_A^2\varphi_B^2}{2n^2}.$$

```lean
/-- For two exponential tails the kinetic potential is `(a+b)² φ_A² φ_B² / (2n²)`. -/
theorem kineticPotential_tails (hA : 0 < A) (hB : 0 < B) (x : ℝ) :
    kineticPotential (leftTail A a) (rightTail B b) x
      = (a + b) ^ 2 * leftTail A a x ^ 2 * rightTail B b x ^ 2
        / (2 * density (leftTail A a) (rightTail B b) x ^ 2) := by
  have hL := hasDerivAt_leftTail A a x
  have hR := hasDerivAt_rightTail B b x
  unfold kineticPotential
  rw [kinetic_excess_eq_wronskian hL.differentiableAt hR.differentiableAt
    (density_pos hA hB x), hL.deriv, hR.deriv, div_div]
  congr 1 <;> ring
```

The proof follows this order: it rewrites the excess by the Wronskian theorem, inserts the two derivatives and merges the two divisions with `div_div`. The amplitudes are assumed positive here, while $a$ and $b$ can be any real numbers.

## Distance from the peak value

Subtracting the closed formula from $(a+b)^2/8$ gives

$$\frac{(a+b)^2}{8} - v = \frac{(a+b)^2\left(n^2 - 4\varphi_A^2\varphi_B^2\right)}{8n^2} = \frac{(a+b)^2\left(\varphi_A^2 - \varphi_B^2\right)^2}{8n^2},$$

because $(\varphi_A^2+\varphi_B^2)^2 - 4\varphi_A^2\varphi_B^2 = (\varphi_A^2-\varphi_B^2)^2$.

```lean
/-- The kinetic potential lies below `(a+b)²/8` by `(a+b)² (φ_A² - φ_B²)² / (8n²)`. -/
theorem peak_sub_kineticPotential (hA : 0 < A) (hB : 0 < B) (x : ℝ) :
    (a + b) ^ 2 / 8 - kineticPotential (leftTail A a) (rightTail B b) x
      = (a + b) ^ 2 * (leftTail A a x ^ 2 - rightTail B b x ^ 2) ^ 2
        / (8 * density (leftTail A a) (rightTail B b) x ^ 2) := by
  rw [kineticPotential_tails hA hB]
  have hn := (density_pos (a := a) (b := b) hA hB x).ne'
  have e : density (leftTail A a) (rightTail B b) x
      = leftTail A a x ^ 2 + rightTail B b x ^ 2 := rfl
  rw [e] at hn ⊢
  field_simp
  ring
```

The right-hand side is never negative, which gives the upper bound, and its numerator shows when the bound is reached.

## Where the tails meet

The ratio of the tails is a single exponential:

$$\frac{\varphi_B}{\varphi_A} = \frac{B}{A}\,e^{(a+b)x} = e^{(a+b)(x-x_0)} .$$

It equals one at $x_0$ and, since $a+b>0$, nowhere else.

```lean
/-- The right tail is the left tail times `exp((a+b)(x - x₀))`, with `x₀ = log(A/B)/(a+b)`. -/
theorem rightTail_eq_leftTail_mul (hA : 0 < A) (hB : 0 < B) (ha : 0 < a) (hb : 0 < b)
    (x : ℝ) :
    rightTail B b x = leftTail A a x * exp ((a + b) * (x - crossing A B a b)) := by
  have hab : a + b ≠ 0 := (add_pos ha hb).ne'
  have hc : (a + b) * crossing A B a b = log (A / B) := by
    unfold crossing
    field_simp
  have h : (a + b) * (x - crossing A B a b) = b * x - -a * x - log (A / B) := by
    linear_combination -hc
  have key : ∀ p q : ℝ, 0 < p → B * q = A * p * (q / p / (A / B)) := by
    intro p q hp
    field_simp
  rw [h, exp_sub, exp_sub, exp_log (div_pos hA hB)]
  exact key _ _ (exp_pos _)
```

The statement writes the ratio as a product. In the proof, `hc` records $(a+b)x_0 = \log(A/B)$, `h` expands the exponent, and `key` does the remaining arithmetic with $p = e^{-ax}$ and $q = e^{bx}$.

## The greatest value and the points that reach it

Suppose that $v(x) = (a+b)^2/8$. The distance formula then forces $\varphi_A^2 = \varphi_B^2$, since $a+b \neq 0$, and positive tails with equal squares are equal. Conversely, equal tails make the distance zero. The value is reached, because the tails meet at $x_0$, and it is never exceeded.

```lean
/-- The greatest value of the kinetic potential of two exponential tails is `(a+b)²/8`,
and it is taken exactly at the points where the two tails are equal. -/
theorem kineticPotential_peak (hA : 0 < A) (hB : 0 < B) (ha : 0 < a) (hb : 0 < b) :
    IsGreatest (Set.range (kineticPotential (leftTail A a) (rightTail B b)))
        ((a + b) ^ 2 / 8) ∧
      ∀ x, kineticPotential (leftTail A a) (rightTail B b) x = (a + b) ^ 2 / 8 ↔
        leftTail A a x = rightTail B b x := by
  have hiff : ∀ x, kineticPotential (leftTail A a) (rightTail B b) x = (a + b) ^ 2 / 8 ↔
      leftTail A a x = rightTail B b x := by
    intro x
    have gap := peak_sub_kineticPotential (a := a) (b := b) hA hB x
    have hn := density_pos (a := a) (b := b) hA hB x
    constructor
    · intro h
      -- a vanishing gap forces equal squares, hence equal positive tails
      rw [h, sub_self] at gap
      have hp : 0 < 8 * density (leftTail A a) (rightTail B b) x ^ 2 := by positivity
      have hs : (a + b) ^ 2 ≠ 0 := by positivity
      rcases div_eq_zero_iff.1 gap.symm with h0 | h0
      · have h1 := (mul_eq_zero.1 h0).resolve_left hs
        have h2 := (pow_eq_zero_iff two_ne_zero).1 h1
        exact (sq_eq_sq₀ (leftTail_pos hA x).le (rightTail_pos hB x).le).1 (by linarith)
      · exact absurd h0 hp.ne'
    · intro h
      rw [h, sub_self, zero_pow two_ne_zero, mul_zero, zero_div] at gap
      linarith
  refine ⟨⟨⟨crossing A B a b, (hiff _).2 ?_⟩, ?_⟩, hiff⟩
  · rw [rightTail_eq_leftTail_mul hA hB ha hb, sub_self, mul_zero, exp_zero, mul_one]
  · rintro _ ⟨x, rfl⟩
    have gap := peak_sub_kineticPotential (a := a) (b := b) hA hB x
    have h0 : 0 ≤ (a + b) ^ 2 * (leftTail A a x ^ 2 - rightTail B b x ^ 2) ^ 2
        / (8 * density (leftTail A a) (rightTail B b) x ^ 2) := by positivity
    linarith
```

`IsGreatest` applied to the range of the potential says two things: $(a+b)^2/8$ is a value of $v$ at some point of the line, and every value of $v$ is at most that large. The second half of the theorem identifies the points of equality as those where the tails coincide. In the proof, `hiff` is the equivalence just derived; the crossing point supplies the attained value, and `positivity` supplies the sign of the distance.

For $a = b = 1$ the height is $(1+1)^2/8 = 1/2$, as in the opening example, now for any positive amplitudes.

```lean
/-- For `a = b = 1` the greatest value of the kinetic potential is `1/2`. -/
theorem kineticPotential_peak_unit (hA : 0 < A) (hB : 0 < B) :
    IsGreatest (Set.range (kineticPotential (leftTail A 1) (rightTail B 1))) (1 / 2) := by
  have h := (kineticPotential_peak hA hB one_pos one_pos).1
  have e : ((1 : ℝ) + 1) ^ 2 / 8 = 1 / 2 := by norm_num
  rwa [e] at h
```

## The shape of the peak

Write $u = (a+b)(x-x_0)$, so that $\varphi_B = \varphi_A e^{u}$. The amplitudes cancel from the closed formula:

$$v = \frac{(a+b)^2 e^{2u}}{2(1+e^{2u})^2} = \frac{(a+b)^2}{2(e^{u}+e^{-u})^2} = \frac{(a+b)^2}{8\cosh^2 u}.$$

```lean
/-- The kinetic potential has the profile `(a+b)² / (8 cosh²((a+b)(x - x₀)))`,
with `x₀ = log(A/B)/(a+b)`. -/
theorem kineticPotential_profile (hA : 0 < A) (hB : 0 < B) (ha : 0 < a) (hb : 0 < b)
    (x : ℝ) :
    kineticPotential (leftTail A a) (rightTail B b) x
      = (a + b) ^ 2 / (8 * cosh ((a + b) * (x - crossing A B a b)) ^ 2) := by
  have key : ∀ p e i : ℝ, 0 < p → 0 < e → 0 < i → e * i = 1 →
      (a + b) ^ 2 * p ^ 2 * (p * e) ^ 2 / (2 * (p ^ 2 + (p * e) ^ 2) ^ 2)
        = (a + b) ^ 2 / (8 * ((e + i) / 2) ^ 2) := by
    intro p e i hp he hi h
    have k : e * (e + i) = e ^ 2 + 1 := by linear_combination h
    rw [div_eq_div_iff (by positivity) (by positivity)]
    linear_combination 2 * (a + b) ^ 2 * p ^ 4 * (e * (e + i) + e ^ 2 + 1) * k
  rw [kineticPotential_tails hA hB, cosh_eq]
  unfold density
  rw [rightTail_eq_leftTail_mul hA hB ha hb]
  exact key _ _ _ (leftTail_pos hA x) (exp_pos _) (exp_pos _)
    (by rw [← exp_add, add_neg_cancel, exp_zero])
```

In `key`, the letters `p`, `e` and `i` stand for $\varphi_A$, $e^{u}$ and $e^{-u}$. The relation $e^{u}e^{-u} = 1$ is the only property of the exponentials that the algebra needs besides positivity.

A numerical instance with unequal atoms is $A = 8$, $B = 1$, $a = 1$, $b = 2$. The crossing point is $x_0 = \log 8/3 = \log 2$, where both tails equal $4$. There $\varphi_A' = -4$ and $\varphi_B' = 8$, so

$$n = 32, \qquad \tau = \frac{16+64}{2} = 40, \qquad n' = 2(-16+32) = 32, \qquad \frac{n'^2}{8n} = 4 .$$

The potential is $(40-4)/32 = 9/8$, which agrees with $(1+2)^2/8$. At $x = 0$ the tails are $8$ and $1$ and the density is $65$, so the closed formula gives $v = 9\cdot 64/(2\cdot 65^2) \approx 0.068$. The profile gives the same number, with $\cosh(3\log 2) = 65/16$.

## Pulling the atoms apart

Put the left atom at the origin and the right atom at $R$. The right tail becomes

$$B e^{-b(R-x)} = \left(B e^{-bR}\right)e^{bx},$$

which is the earlier tail with a smaller amplitude when $R>0$. Replacing $B$ by $Be^{-bR}$ in $x_0$ moves the crossing point to

$$x_R = \frac{\log(A/B) + bR}{a+b},$$

while the height $(a+b)^2/8$ contains no amplitude and stays the same.

```lean
/-- With the right atom at position `R`, the kinetic potential at the point
`(log(A/B) + bR)/(a+b)` equals `(a+b)²/8` for every `R`. -/
theorem peak_height_any_separation (hA : 0 < A) (hB : 0 < B) (ha : 0 < a) (hb : 0 < b)
    (R : ℝ) :
    kineticPotential (leftTail A a) (fun x => B * exp (-b * (R - x)))
      ((log (A / B) + b * R) / (a + b)) = (a + b) ^ 2 / 8 := by
  -- moving the atom only rescales the amplitude of its tail
  have e : (fun x => B * exp (-b * (R - x))) = rightTail (B * exp (-b * R)) b := by
    funext x
    simp only [rightTail]
    rw [show -b * (R - x) = -b * R + b * x by ring, exp_add]
    ring
  have hB' : 0 < B * exp (-b * R) := mul_pos hB (exp_pos _)
  have hx : (log (A / B) + b * R) / (a + b) = crossing A (B * exp (-b * R)) a b := by
    unfold crossing
    rw [log_div hA.ne' hB'.ne', log_mul hB.ne' (exp_pos _).ne', log_exp,
      log_div hA.ne' hB.ne']
    congr 1
    ring
  rw [e, hx, kineticPotential_profile hA hB' ha hb, sub_self, mul_zero, cosh_zero,
    one_pow, mul_one]

end

end DissociationKineticPeak
```

The theorem gives the value of the potential at $x_R$ for every real $R$. The proof identifies the shifted tail with a `rightTail` of rescaled amplitude (`e`), identifies $x_R$ with its crossing point (`hx`), and evaluates the profile at $u = 0$. Since the shifted tail is again a right tail with positive amplitude, `kineticPotential_peak` applies to it and makes this value the greatest one.

In the dissociation limit $R \to \infty$, the point $x_R$ moves away from both atoms, and the density there, $2A^2e^{-2a x_R}$, tends to zero. The peak keeps its full height in a region that holds almost no electrons.

```lean
#print axioms DissociationKineticPeak.kineticPotential_peak
-- 'DissociationKineticPeak.kineticPotential_peak' depends on axioms: [propext, Classical.choice, Quot.sound]
#print axioms DissociationKineticPeak.kineticPotential_peak_unit
-- 'DissociationKineticPeak.kineticPotential_peak_unit' depends on axioms: [propext, Classical.choice, Quot.sound]
#print axioms DissociationKineticPeak.peak_height_any_separation
-- 'DissociationKineticPeak.peak_height_any_separation' depends on axioms: [propext, Classical.choice, Quot.sound]
```
